# The degeneracy-weighted average of two spin-orbit channels has no first-order term in t when strength and projector are linear in t L·S

Let the nonlocal potentials $D_\pm b_\pm b_\pm^T$ of the two channels $j=l\pm\tfrac12$ with orbital angular momentum $l$ have strengths $D_\pm=D+tc_\pm d$ and projectors $b_\pm=\beta+tc_\pm\eta$, with $c_+=l$ and $c_-=-(l+1)$. Their degeneracy-weighted average $\bar V$ satisfies

$$\bar V-D\beta\beta^T=t^2l(l+1)\big[(D-td)\eta\eta^T+d(\beta\eta^T+\eta\beta^T)\big].$$

If $\beta$ and $\eta$ are linearly independent, $\bar V$ is a single dyad $uv^T$ exactly when $t=0$, $l=0$, $D_+=0$ or $D_-=0$.

## Two channels with one spin-orbit parameter

The factors $c_\pm$ are the eigenvalues of $2\mathbf L\cdot\mathbf S/\hbar^2$ for total angular momentum $l\pm\tfrac12$. The degeneracies $2l+2$ and $2l$ give the weights $w_+=(l+1)/(2l+1)$ and $w_-=l/(2l+1)$; for $l=0$ the absent lower channel has weight zero.

The real parameter $t$ scales the coupling. The number $d$ and the real vector $\eta$ describe how strength and projector respond to it; this linear response is assumed, not derived from an atomic calculation.

In electronic structure, such an average supplies the spin-independent part of a pseudopotential. In this model with one projector per channel, replacing it by $D\beta\beta^T$ costs an error of order $t^2$.

## Moments and the average

The weighted moments of $c$ are

$$\begin{aligned}
w_++w_-&=1,\\
w_+c_++w_-c_-&=\frac{(l+1)l-l(l+1)}{2l+1}=0,\\
w_+c_+^2+w_-c_-^2&=\frac{l(l+1)(l+l+1)}{2l+1}=l(l+1),\\
w_+c_+^3+w_-c_-^3&=\frac{l(l+1)[l^2-(l+1)^2]}{2l+1}=-l(l+1).
\end{aligned}$$

Each channel $V_\pm=D_\pm b_\pm b_\pm^T$ is the following expression at $c=c_\pm$:

$$\begin{aligned}
&D\beta\beta^T+tc[D(\beta\eta^T+\eta\beta^T)+d\beta\beta^T]\\
&+t^2c^2[D\eta\eta^T+d(\beta\eta^T+\eta\beta^T)]+t^3c^3d\,\eta\eta^T.
\end{aligned}$$

Inserting the moments removes the linear term and gives the stated difference.

## When one dyad suffices

For vector indices $i,j$, the principal two-by-two minor of $w_+D_+b_+b_+^T+w_-D_-b_-b_-^T$ is

$$w_+w_-D_+D_-(b_{+,i}b_{-,j}-b_{+,j}b_{-,i})^2.$$

The bracket equals $-t(2l+1)(\beta_i\eta_j-\beta_j\eta_i)$, and $w_+w_-=l(l+1)/(2l+1)^2$, so the minor is

$$t^2l(l+1)D_+D_-(\beta_i\eta_j-\beta_j\eta_i)^2.$$

Every two-by-two minor of a dyad vanishes. If all $\beta_i\eta_j-\beta_j\eta_i$ were zero, then $\eta_j\beta-\beta_j\eta=0$ for every $j$; independence would force $\beta=0$, a contradiction. Some bracket is therefore nonzero, and one of the other factors must vanish. Conversely, $t=0$ or $l=0$ leaves $D\beta\beta^T$, and a vanishing strength leaves only the other channel's dyad.

## The spin-orbit remainder

Put $S=(V_+-V_-)/(2l+1)$. Since $V_+-\bar V=w_-(V_+-V_-)$ and $V_--\bar V=-w_+(V_+-V_-)$, we have $V_\pm=\bar V+c_\pm S$. The matrix $S$ is thus the coefficient of $2\mathbf L\cdot\mathbf S/\hbar^2$; for $l=0$ this operator vanishes and $S$ has no physical effect. The differences $c_+^m-c_-^m$, divided by $2l+1$, are $1,-1,l^2+l+1$ for $m=1,2,3$. Hence

$$\begin{aligned}
S={}&t[d\beta\beta^T+D(\beta\eta^T+\eta\beta^T)]\\
&-t^2[D\eta\eta^T+d(\beta\eta^T+\eta\beta^T)]\\
&+t^3(l^2+l+1)d\,\eta\eta^T.
\end{aligned}$$

## A p channel with two-component vectors

Take $l=1$, $D=2$, $d=1$, $t=\tfrac12$, $\beta=(1,0)$ and $\eta=(0,1)$. Then $D_+=\tfrac52$, $D_-=1$, $b_+=(1,\tfrac12)$, $b_-=(1,-1)$, and

$$\bar V=\begin{pmatrix}2&\tfrac12\\\tfrac12&\tfrac34\end{pmatrix},\qquad \det\bar V=\tfrac54.$$

The average is not a dyad. At $t=1$, however, $D_-=0$ and $\bar V=2b_+b_+^T$ with $b_+=(1,1)$.

## The statement in Lean

The index type `n` is arbitrary, and `vecMulVec u v` has entries $u_iv_k$. `channel`, `average` and `spinOrbitPart` are $V_\pm$, $\bar V$ and $S$; `IsSeparable` means a single dyad with any real $u,v$, so the zero matrix counts. Pseudopotentials with a sum of several dyads are also called separable; $\bar V$ always has that wider form. The identity `average_sub_separable` needs no independence; the criterion `average_isSeparable_iff` and its lemma `exists_minor_ne_zero` assume it as `hlin`. `average_hasDerivAt_zero` expresses the missing first order entry by entry.

The matrices describe the projector part alone: angular and spin functions, several projectors per channel and the ultrasoft overlap augmentation are absent.

```lean
import Mathlib

open Matrix

namespace SpinOrbitProjectorAverage

noncomputable section

variable {n : Type*}

/-- Degeneracy weight of the channel `j = l + 1/2`. -/
def wUp (l : ℕ) : ℝ := ((l : ℝ) + 1) / (2 * (l : ℝ) + 1)

/-- Degeneracy weight of the channel `j = l - 1/2`. -/
def wDown (l : ℕ) : ℝ := (l : ℝ) / (2 * (l : ℝ) + 1)

/-- Strength `D + t c d` of the nonlocal potential in the channel with spin-orbit factor `c`. -/
def strength (D d t c : ℝ) : ℝ := D + t * c * d

/-- Nonlocal potential of one channel: its strength times the dyad of the projector
`β + t c η` with itself. -/
def channel (D d t c : ℝ) (β η : n → ℝ) : Matrix n n ℝ :=
  strength D d t c • vecMulVec (β + (t * c) • η) (β + (t * c) • η)

/-- Average of the two channel potentials, with spin-orbit factors `l` and `-(l+1)`,
weighted by their degeneracies. -/
def average (l : ℕ) (D d t : ℝ) (β η : n → ℝ) : Matrix n n ℝ :=
  wUp l • channel D d t (l : ℝ) β η + wDown l • channel D d t (-((l : ℝ) + 1)) β η

/-- Spin-orbit part: the difference of the two channel potentials divided by `2l + 1`. -/
def spinOrbitPart (l : ℕ) (D d t : ℝ) (β η : n → ℝ) : Matrix n n ℝ :=
  (1 / (2 * (l : ℝ) + 1)) •
    (channel D d t (l : ℝ) β η - channel D d t (-((l : ℝ) + 1)) β η)

/-- A potential is separable if it is a single dyad `u vᵀ`. -/
def IsSeparable (V : Matrix n n ℝ) : Prop := ∃ u v : n → ℝ, V = vecMulVec u v

/-- The weighted moments of the spin-orbit factor of orders zero to three are
`1`, `0`, `l(l+1)` and `-l(l+1)`. -/
theorem spinOrbit_moments (l : ℕ) :
    wUp l + wDown l = 1 ∧
    wUp l * l + wDown l * (-((l : ℝ) + 1)) = 0 ∧
    wUp l * (l : ℝ) ^ 2 + wDown l * (-((l : ℝ) + 1)) ^ 2 = l * ((l : ℝ) + 1) ∧
    wUp l * (l : ℝ) ^ 3 + wDown l * (-((l : ℝ) + 1)) ^ 3 = -(l * ((l : ℝ) + 1)) := by
  have h : 2 * (l : ℝ) + 1 ≠ 0 := by positivity
  unfold wUp wDown
  refine ⟨?_, ?_, ?_, ?_⟩ <;> field_simp <;> ring

/-- Matrix elements of the averaged potential, ordered in powers of the spin-orbit
parameter `t`. -/
theorem average_apply (l : ℕ) (D d t : ℝ) (β η : n → ℝ) (i k : n) :
    average l D d t β η i k = D * (β i * β k)
      + t ^ 2 * (l * ((l : ℝ) + 1) * (D * (η i * η k) + d * (β i * η k + η i * β k)))
      - t ^ 3 * (l * ((l : ℝ) + 1) * (d * (η i * η k))) := by
  obtain ⟨h0, h1, h2, h3⟩ := spinOrbit_moments l
  simp only [average, channel, strength, Matrix.add_apply, Matrix.smul_apply,
    vecMulVec_apply, Pi.add_apply, Pi.smul_apply, smul_eq_mul]
  -- each power of the spin-orbit factor is replaced by its weighted moment
  linear_combination (D * (β i * β k)) * h0
    + (t * (D * (β i * η k + η i * β k) + d * (β i * β k))) * h1
    + (t ^ 2 * (D * (η i * η k) + d * (β i * η k + η i * β k))) * h2
    + (t ^ 3 * (d * (η i * η k))) * h3

/-- The averaged potential differs from the separable potential `D β βᵀ` by
`t² l(l+1) [(D - t d) η ηᵀ + d (β ηᵀ + η βᵀ)]`. -/
theorem average_sub_separable (l : ℕ) (D d t : ℝ) (β η : n → ℝ) :
    average l D d t β η - D • vecMulVec β β =
      (t ^ 2 * (l * ((l : ℝ) + 1))) •
        ((D - t * d) • vecMulVec η η + d • (vecMulVec β η + vecMulVec η β)) := by
  ext i k
  simp only [Matrix.sub_apply, average_apply, Matrix.add_apply, Matrix.smul_apply,
    vecMulVec_apply, smul_eq_mul]
  ring

/-- Every matrix element of the averaged potential has zero derivative with respect to
the spin-orbit parameter at `t = 0`. -/
theorem average_hasDerivAt_zero (l : ℕ) (D d : ℝ) (β η : n → ℝ) (i k : n) :
    HasDerivAt (fun t : ℝ => average l D d t β η i k) 0 0 := by
  simp only [average_apply]
  refine HasDerivAt.congr_deriv
    ((((hasDerivAt_pow 2 (0 : ℝ)).mul_const _).const_add _).fun_sub
      ((hasDerivAt_pow 3 (0 : ℝ)).mul_const _)) ?_
  norm_num

/-- Each principal two-by-two minor of the averaged potential is `t² l(l+1)` times the
product of the two channel strengths times `(βᵢ ηⱼ - βⱼ ηᵢ)²`. -/
theorem average_minor (l : ℕ) (D d t : ℝ) (β η : n → ℝ) (i j : n) :
    average l D d t β η i i * average l D d t β η j j
      - average l D d t β η i j * average l D d t β η j i =
    t ^ 2 * (l * ((l : ℝ) + 1)) *
      (strength D d t l * strength D d t (-((l : ℝ) + 1))) *
      (β i * η j - β j * η i) ^ 2 := by
  simp only [average_apply, strength]
  ring

/-- For linearly independent vectors `β` and `η`, some two-by-two minor `βᵢ ηⱼ - βⱼ ηᵢ` is nonzero.
-/
theorem exists_minor_ne_zero {β η : n → ℝ} (hlin : LinearIndependent ℝ ![β, η]) :
    ∃ i j, β i * η j - β j * η i ≠ 0 := by
  by_contra hc
  have hz : ∀ i j, β i * η j - β j * η i = 0 :=
    fun i j => by_contra fun h => hc ⟨i, j, h⟩
  rw [LinearIndependent.pair_iff] at hlin
  -- vanishing minors are linear relations between `β` and `η`, so `β` would vanish
  have hβ : β = 0 := by
    funext j
    have h := hlin (η j) (-β j) (by
      ext i
      simp only [Pi.add_apply, Pi.smul_apply, smul_eq_mul, Pi.zero_apply]
      linear_combination hz i j)
    exact neg_eq_zero.mp h.2
  exact one_ne_zero (hlin 1 0 (by simp [hβ])).1

/-- For linearly independent `β` and `η`, the averaged potential is separable exactly when
`t = 0`, `l = 0`, or one of the two channel strengths vanishes. -/
theorem average_isSeparable_iff (l : ℕ) (D d t : ℝ) {β η : n → ℝ}
    (hlin : LinearIndependent ℝ ![β, η]) :
    IsSeparable (average l D d t β η) ↔
      t = 0 ∨ l = 0 ∨ strength D d t l = 0 ∨ strength D d t (-((l : ℝ) + 1)) = 0 := by
  constructor
  · rintro ⟨u, v, h⟩
    obtain ⟨i, j, hij⟩ := exists_minor_ne_zero hlin
    -- all two-by-two minors of a dyad vanish
    have m := average_minor l D d t β η i j
    rw [h] at m
    simp only [vecMulVec_apply] at m
    by_contra hn
    simp only [not_or] at hn
    obtain ⟨ht, hl, h1, h2⟩ := hn
    have hl0 : (l : ℝ) ≠ 0 := Nat.cast_ne_zero.mpr hl
    have hl1 : (l : ℝ) + 1 ≠ 0 := by positivity
    refine mul_ne_zero (mul_ne_zero (mul_ne_zero (pow_ne_zero 2 ht)
      (mul_ne_zero hl0 hl1)) (mul_ne_zero h1 h2)) (pow_ne_zero 2 hij) ?_
    rw [← m]
    ring
  · rintro (h | h | h | h)
    · refine ⟨D • β, β, ?_⟩
      ext i k
      simp only [average_apply, vecMulVec_apply, Pi.smul_apply, smul_eq_mul, h]
      ring
    · refine ⟨D • β, β, ?_⟩
      ext i k
      simp only [average_apply, vecMulVec_apply, Pi.smul_apply, smul_eq_mul, h,
        Nat.cast_zero]
      ring
    -- if one channel is switched off, the other one supplies the dyad
    · refine ⟨(wDown l * strength D d t (-((l : ℝ) + 1))) •
        (β + (t * (-((l : ℝ) + 1))) • η), β + (t * (-((l : ℝ) + 1))) • η, ?_⟩
      ext i k
      simp only [average, channel, h, Matrix.add_apply, Matrix.smul_apply,
        vecMulVec_apply, Pi.add_apply, Pi.smul_apply, smul_eq_mul]
      ring
    · refine ⟨(wUp l * strength D d t l) • (β + (t * (l : ℝ)) • η),
        β + (t * (l : ℝ)) • η, ?_⟩
      ext i k
      simp only [average, channel, h, Matrix.add_apply, Matrix.smul_apply,
        vecMulVec_apply, Pi.add_apply, Pi.smul_apply, smul_eq_mul]
      ring

/-- Each channel potential is the average plus its spin-orbit factor times the
spin-orbit part. -/
theorem channel_eq_average_add (l : ℕ) (D d t : ℝ) (β η : n → ℝ) :
    channel D d t l β η = average l D d t β η + (l : ℝ) • spinOrbitPart l D d t β η ∧
    channel D d t (-((l : ℝ) + 1)) β η =
      average l D d t β η + (-((l : ℝ) + 1)) • spinOrbitPart l D d t β η := by
  have h : 2 * (l : ℝ) + 1 ≠ 0 := by positivity
  constructor <;> ext i k <;>
    simp only [average, spinOrbitPart, wUp, wDown, Matrix.add_apply, Matrix.sub_apply,
      Matrix.smul_apply, smul_eq_mul] <;> field_simp <;> ring

/-- The spin-orbit part written out in the dyads of `β` and `η`, in powers of `t`. -/
theorem spinOrbitPart_eq (l : ℕ) (D d t : ℝ) (β η : n → ℝ) :
    spinOrbitPart l D d t β η =
      t • (d • vecMulVec β β + D • (vecMulVec β η + vecMulVec η β))
      - t ^ 2 • (D • vecMulVec η η + d • (vecMulVec β η + vecMulVec η β))
      + (t ^ 3 * ((l : ℝ) ^ 2 + l + 1) * d) • vecMulVec η η := by
  have h : 2 * (l : ℝ) + 1 ≠ 0 := by positivity
  ext i k
  simp only [spinOrbitPart, channel, strength, Matrix.add_apply, Matrix.sub_apply,
    Matrix.smul_apply, vecMulVec_apply, Pi.add_apply, Pi.smul_apply, smul_eq_mul]
  field_simp
  ring

end

end SpinOrbitProjectorAverage
```

```lean
#print axioms SpinOrbitProjectorAverage.spinOrbit_moments
-- 'SpinOrbitProjectorAverage.spinOrbit_moments' depends on axioms: [propext, Classical.choice, Quot.sound]
#print axioms SpinOrbitProjectorAverage.average_isSeparable_iff
-- 'SpinOrbitProjectorAverage.average_isSeparable_iff' depends on axioms: [propext, Classical.choice, Quot.sound]
#print axioms SpinOrbitProjectorAverage.channel_eq_average_add
-- 'SpinOrbitProjectorAverage.channel_eq_average_add' depends on axioms: [propext, Classical.choice, Quot.sound]
#print axioms SpinOrbitProjectorAverage.spinOrbitPart_eq
-- 'SpinOrbitProjectorAverage.spinOrbitPart_eq' depends on axioms: [propext, Classical.choice, Quot.sound]
```

## How the proof follows the algebra

`spinOrbit_moments` clears the denominators. In `average_apply`, `linear_combination` multiplies each moment identity by the coefficient of the matching power of $c$; the main identity and the derivative follow from these entries.

`average_minor` checks the minor by expanding the entries with `ring`, instead of using the two-dyad form above. `exists_minor_ne_zero` applies independence to the coefficients $\eta_j$ and $-\beta_j$. The criterion combines these two lemmas in the forward direction and writes down an explicit dyad in each of the four converse cases.

`channel_eq_average_add` and `spinOrbitPart_eq` verify the decomposition and the expansion of $S$ entrywise.
